# Mean and variance of the random-sign estimator tr(RGRG), with and without a control variate

## Signs, averages and trace matrices

Let $\iota$ be a finite set of labels $g,h,k,l$, and let $n$ be a finite set of orbital labels. For each $g$ there is a real $n\times n$ matrix $L_g$; $G$ and $G_T$ are two further real $n\times n$ matrices. In the application the $L_g$ are Cholesky matrices of the two-electron integrals, $G$ is the Green's function of a walker and $G_T$ that of the trial state. The theorems use none of this structure: the matrices are arbitrary, and need not be symmetric.

```lean
import Mathlib

open Matrix

namespace StochasticCholeskyTrace

noncomputable section

variable {ι n : Type*} [Fintype ι] [DecidableEq ι] [Fintype n]
```

A random sign takes the values $\pm1$. It is stored as a bit, with `true` for $+1$ and `false` for $-1$.

```lean
/-- The sign `+1` or `-1` encoded by a bit. -/
def sgn (b : Bool) : ℝ := if b then 1 else -1
```

A sign configuration is therefore a function `t : ι → Bool`, and $t_g$ in the formulas stands for `sgn (t g)`. Uniform independent signs give each of the $2^{|\iota|}$ configurations the same weight, so the average of an observable $f$ is

$$\langle f\rangle = 2^{-|\iota|}\sum_t f(t).$$

```lean
/-- The average of an observable over uniform independent signs. -/
def avg (f : (ι → Bool) → ℝ) : ℝ := (∑ t, f t) / 2 ^ Fintype.card ι
```

The variance is $\langle (f-\langle f\rangle)^2\rangle$. It describes a single draw of the signs at fixed $G$ and $G_T$; fluctuations between walkers do not enter.

```lean
/-- The variance of an observable over uniform independent signs. -/
def variance (f : (ι → Bool) → ℝ) : ℝ := avg fun t => (f t - avg f) ^ 2
```

The signs could also be modelled as independent random variables $t_g$ on a general probability space, each equal to $+1$ or $-1$ with probability one half. Averages would then be integrals, and measurability, independence and the equal probabilities would become hypotheses. The formulas would be the same, but they would apply directly to any such space, whereas here independence is built into the counting of configurations.

For a real matrix $A$ indexed by $\iota$, define the quadratic form $q_A(t)=\sum_{g,h}t_gt_hA_{gh}$.

```lean
/-- The quadratic form `∑ t_g t_h A_gh` in the signs. -/
def signForm (A : Matrix ι ι ℝ) (t : ι → Bool) : ℝ :=
  ∑ g, ∑ h, sgn (t g) * sgn (t h) * A g h
```

Its fluctuations will be measured by $\sum_{g\ne h}A_{gh}^2$, where the sum runs over ordered pairs, so that $(g,h)$ and $(h,g)$ both count.

```lean
/-- The sum of the squares of the off-diagonal entries of a matrix. -/
def offDiagSq (A : Matrix ι ι ℝ) : ℝ := ∑ g, ∑ h, if g = h then 0 else A g h ^ 2
```

The matrix of interest is $M_{gh}(G)=\mathrm{tr}(L_gGL_hG)$.

```lean
/-- The matrix `M_gh(G) = tr(L_g G L_h G)` of Cholesky-vector traces. -/
def pairTrace (L : ι → Matrix n n ℝ) (G : Matrix n n ℝ) : Matrix ι ι ℝ :=
  Matrix.of fun g h => (L g * G * L h * G).trace
```

The signs combine all the $L_g$ into one matrix, $R=\sum_g t_gL_g$.

```lean
/-- The random combination `R = ∑ t_g L_g` of the Cholesky matrices. -/
def randomCholesky (L : ι → Matrix n n ℝ) (t : ι → Bool) : Matrix n n ℝ :=
  ∑ g, sgn (t g) • L g
```

The plain estimator is $\mathrm{tr}(RGRG)$. Its target, $\mathrm{tr}\,M(G)=\sum_g\mathrm{tr}(L_gGL_gG)$, is up to prefactor and index convention the exchange part of the local energy in auxiliary-field Monte Carlo, here for real matrices and one spin channel. For electrons with Coulomb repulsion the walkers, and with them $G$, are generally complex, and the theorems on the estimators do not cover that case as they stand. With real $L_g$ the real part of $\mathrm{tr}(RGRG)$ is then the quadratic form of the real part of $M(G)$, to which the result on quadratic forms below still applies.

```lean
/-- The stochastic estimator `tr(R G R G)`. -/
def estimator (L : ι → Matrix n n ℝ) (G : Matrix n n ℝ) (t : ι → Bool) : ℝ :=
  (randomCholesky L t * G * randomCholesky L t * G).trace
```

The control-variate estimator subtracts the same random quantity evaluated at $G_T$ and adds back its exact mean:

$$\mathrm{tr}(RGRG)-\mathrm{tr}(RG_TRG_T)+\mathrm{tr}\,M(G_T).$$

```lean
/-- The control-variate estimator `tr(R G R G) - tr(R G_T R G_T) + tr M(G_T)`. -/
def controlled (L : ι → Matrix n n ℝ) (G GT : Matrix n n ℝ) (t : ι → Bool) : ℝ :=
  estimator L G t - estimator L GT t + (pairTrace L GT).trace
```

## Which products of signs survive the average

A constant $c$ is summed $2^{|\iota|}$ times and divided by the same number, so $\langle c\rangle=c$.

```lean
/-- The average of a constant is that constant. -/
theorem avg_const (c : ℝ) : avg (fun _ : ι → Bool => c) = c := by
  simp only [avg, Finset.sum_const, Finset.card_univ, Fintype.card_fun, Fintype.card_bool,
    nsmul_eq_mul, Nat.cast_pow, Nat.cast_ofNat]
  field_simp
```

Exchanging two finite sums gives $\langle\sum_i f_i\rangle=\sum_i\langle f_i\rangle$.

```lean
/-- The average of a sum of observables is the sum of their averages. -/
theorem avg_sum (f : ι → (ι → Bool) → ℝ) :
    avg (fun t => ∑ i, f i t) = ∑ i, avg (f i) := by
  simp only [avg]
  rw [Finset.sum_comm, Finset.sum_div]
```

Suppose that $f$ changes sign whenever $t_a$ is flipped. Flipping $t_a$ permutes the configurations, so $\sum_t f(t)=-\sum_t f(t)$, and hence $\langle f\rangle=0$. In Lean the flip is `Function.update t a (!t a)`; since it is its own inverse, it is a permutation and leaves the sum unchanged.

```lean
/-- An observable that changes sign when one of the random signs is flipped averages to zero. -/
theorem avg_eq_zero_of_odd (a : ι) (f : (ι → Bool) → ℝ)
    (hf : ∀ t, f (Function.update t a (!t a)) = -f t) : avg f = 0 := by
  have inv : Function.Involutive (fun t : ι → Bool => Function.update t a (!t a)) := by
    intro t
    simp
  have h := Equiv.sum_comp (Function.Involutive.toPerm _ inv) f
  have h' : ∑ t : ι → Bool, f ((Function.Involutive.toPerm _ inv) t) = -∑ t, f t := by
    rw [← Finset.sum_neg_distrib]
    exact Finset.sum_congr rfl fun t _ => hf t
  have h0 : ∑ t, f t = 0 := by linarith
  rw [avg, h0, zero_div]
```

Now take $g\ne h$ and $k\ne l$. If the two pairs coincide, in either order, the product $t_gt_ht_kt_l$ equals $t_g^2t_h^2=1$. Otherwise some index occurs exactly once, and flipping its sign makes the average vanish. Therefore

$$\langle t_gt_ht_kt_l\rangle=\delta_{gk}\delta_{hl}+\delta_{gl}\delta_{hk}.$$

The case distinction in the proof follows this argument, with nested `if` expressions for the Kronecker deltas.

```lean
/-- For `g ≠ h` and `k ≠ l` the average of `t_g t_h t_k t_l` is one if the two pairs
coincide, in either order, and zero otherwise. -/
theorem avg_four_signs {g h k l : ι} (hgh : g ≠ h) (hkl : k ≠ l) :
    avg (fun t => sgn (t g) * sgn (t h) * (sgn (t k) * sgn (t l))) =
      (if h = l then if g = k then 1 else 0 else 0) +
        (if g = l then if h = k then 1 else 0 else 0) := by
  have hn : ∀ b, sgn (!b) = -sgn b := by intro b; cases b <;> simp [sgn]
  have hs : ∀ b, sgn b * sgn b = 1 := by intro b; cases b <;> simp [sgn]
  by_cases h1 : g = k
  · subst h1
    by_cases h2 : h = l
    · subst h2
      have e : (fun t : ι → Bool => sgn (t g) * sgn (t h) * (sgn (t g) * sgn (t h))) =
          fun _ => 1 := by
        funext t
        linear_combination sgn (t h) ^ 2 * hs (t g) + hs (t h)
      rw [e, avg_const]
      simp [hgh]
    · -- the index `h` occurs once
      rw [avg_eq_zero_of_odd h]
      · simp [h2, hkl]
      · intro t
        simp only [Function.update_self, Function.update_of_ne hgh,
          Function.update_of_ne (Ne.symm h2), hn]
        ring
  · by_cases h3 : g = l
    · subst h3
      by_cases h4 : h = k
      · subst h4
        have e : (fun t : ι → Bool => sgn (t g) * sgn (t h) * (sgn (t h) * sgn (t g))) =
            fun _ => 1 := by
          funext t
          linear_combination sgn (t h) ^ 2 * hs (t g) + hs (t h)
        rw [e, avg_const]
        simp [hgh.symm]
      · rw [avg_eq_zero_of_odd h]
        · simp [h4, hgh.symm]
        · intro t
          simp only [Function.update_self, Function.update_of_ne hgh,
            Function.update_of_ne (Ne.symm h4), hn]
          ring
    · -- the index `g` occurs once
      rw [avg_eq_zero_of_odd g]
      · simp [h1, h3]
      · intro t
        simp only [Function.update_self, Function.update_of_ne hgh.symm,
          Function.update_of_ne (Ne.symm h1), Function.update_of_ne (Ne.symm h3), hn]
        ring
```

## Mean and variance of a quadratic form in the signs

Let $A$ be symmetric and $c$ a constant. The diagonal terms of $q_A$ contain $t_g^2=1$, and the off-diagonal terms are odd in $t_g$, so

$$\langle q_A+c\rangle=\sum_gA_{gg}+c=\mathrm{tr}\,A+c.$$

Subtracting the mean removes the constant and the diagonal. With $B_{gh}=A_{gh}$ for $g\ne h$ and $B_{gg}=0$, the deviation is $\sum_{g,h}t_gt_hB_{gh}$. Squaring it and averaging with the four-sign formula gives

$$\sum_{g,h,k,l}B_{gh}B_{kl}(\delta_{gk}\delta_{hl}+\delta_{gl}\delta_{hk})
=\sum_{g,h}(B_{gh}^2+B_{gh}B_{hg})=2\sum_{g\ne h}A_{gh}^2.$$

The last equality uses $A_{gh}=A_{hg}$. In the proof, `hm` is the mean, `hsq` the expanded square and `hterm` the average of one term; the terms with $g=h$ or $k=l$ vanish there because $B$ has zero diagonal.

```lean
/-- A quadratic form in the signs with symmetric matrix `A`, shifted by a constant `c`, has
mean `tr A + c` and variance twice the sum of the squared off-diagonal entries of `A`. -/
theorem signForm_mean_variance (A : Matrix ι ι ℝ) (hA : A.IsSymm) (c : ℝ) :
    avg (fun t => signForm A t + c) = A.trace + c ∧
      variance (fun t => signForm A t + c) = 2 * offDiagSq A := by
  have hn : ∀ b, sgn (!b) = -sgn b := by intro b; cases b <;> simp [sgn]
  have hs : ∀ b, sgn b * sgn b = 1 := by intro b; cases b <;> simp [sgn]
  have hmul : ∀ (f : (ι → Bool) → ℝ) (x : ℝ), avg (fun t => f t * x) = avg f * x := by
    intro f x
    simp only [avg, ← Finset.sum_mul]
    ring
  have htr : A.trace = ∑ g, ∑ h, if g = h then A g h else 0 := by simp [Matrix.trace]
  have hm : avg (fun t => signForm A t + c) = A.trace + c := by
    have hadd : avg (fun t => signForm A t + c) = avg (signForm A) + c := by
      have hc := avg_const (ι := ι) c
      simp only [avg] at hc ⊢
      rw [Finset.sum_add_distrib, add_div, hc]
    have hq : avg (signForm A) = ∑ g, ∑ h, avg (fun t => sgn (t g) * sgn (t h) * A g h) := by
      change avg (fun t => ∑ g, ∑ h, sgn (t g) * sgn (t h) * A g h) = _
      simp only [avg_sum]
    rw [hadd, hq, htr]
    congr 1
    refine Finset.sum_congr rfl fun g _ => Finset.sum_congr rfl fun h _ => ?_
    rcases eq_or_ne g h with rfl | hgh
    · simp only [hs, one_mul, avg_const, if_true]
    · rw [if_neg hgh]
      refine avg_eq_zero_of_odd g _ fun t => ?_
      simp only [Function.update_self, Function.update_of_ne hgh.symm, hn]
      ring
  refine ⟨hm, ?_⟩
  -- the fluctuation involves only the off-diagonal part `B`
  obtain ⟨B, hB⟩ : ∃ B : ι → ι → ℝ, ∀ g h, B g h = if g = h then 0 else A g h :=
    ⟨_, fun _ _ => rfl⟩
  have hsq : ∀ t, (signForm A t + c - (A.trace + c)) ^ 2 = ∑ g, ∑ h, ∑ k, ∑ l,
      sgn (t g) * sgn (t h) * (sgn (t k) * sgn (t l)) * (B g h * B k l) := by
    intro t
    have hd : signForm A t + c - (A.trace + c) =
        ∑ g, ∑ h, sgn (t g) * sgn (t h) * B g h := by
      rw [add_sub_add_right_eq_sub, htr, signForm, ← Finset.sum_sub_distrib]
      refine Finset.sum_congr rfl fun g _ => ?_
      rw [← Finset.sum_sub_distrib]
      refine Finset.sum_congr rfl fun h _ => ?_
      rcases eq_or_ne g h with rfl | hgh
      · simp [hB, hs]
      · simp [hB, hgh]
    rw [hd, sq, Finset.sum_mul]
    refine Finset.sum_congr rfl fun g _ => ?_
    rw [Finset.sum_mul]
    refine Finset.sum_congr rfl fun h _ => ?_
    rw [Finset.mul_sum]
    refine Finset.sum_congr rfl fun k _ => ?_
    rw [Finset.mul_sum]
    refine Finset.sum_congr rfl fun l _ => ?_
    ring
  have hterm : ∀ g h k l,
      avg (fun t => sgn (t g) * sgn (t h) * (sgn (t k) * sgn (t l)) * (B g h * B k l)) =
        (if h = l then if g = k then B g h * B k l else 0 else 0) +
          (if g = l then if h = k then B g h * B k l else 0 else 0) := by
    intro g h k l
    rw [hmul]
    rcases eq_or_ne g h with rfl | hgh
    · simp [hB g g]
    rcases eq_or_ne k l with rfl | hkl
    · simp [hB k k]
    rw [avg_four_signs hgh hkl]
    split_ifs <;> ring
  -- the two pairings contribute equally because `A` is symmetric
  simp only [variance, hm, hsq, avg_sum, hterm]
  simp only [Finset.sum_add_distrib, Finset.sum_ite_eq, Finset.mem_univ, if_true]
  rw [← Finset.sum_add_distrib, offDiagSq, Finset.mul_sum]
  refine Finset.sum_congr rfl fun g _ => ?_
  rw [← Finset.sum_add_distrib, Finset.mul_sum]
  refine Finset.sum_congr rfl fun h _ => ?_
  rcases eq_or_ne g h with rfl | hgh
  · simp [hB]
  · rw [hB g h, hB h g, if_neg hgh, if_neg hgh.symm, if_neg hgh, hA.apply g h]
    ring
```

## From the trace to the quadratic form

Inserting $R$ twice and using linearity of the trace,

$$\mathrm{tr}(RGRG)=\sum_{g,h}t_gt_h\,\mathrm{tr}(L_gGL_hG)=q_{M(G)}(t).$$

This identity holds for every sign configuration, before any averaging.

```lean
omit [DecidableEq ι] in
/-- The estimator `tr(R G R G)` is the quadratic form in the signs with matrix `M(G)`. -/
theorem estimator_eq_signForm (L : ι → Matrix n n ℝ) (G : Matrix n n ℝ) (t : ι → Bool) :
    estimator L G t = signForm (pairTrace L G) t := by
  rw [estimator, randomCholesky, signForm, Finset.sum_mul, Finset.sum_mul, Finset.sum_mul,
    Matrix.trace_sum]
  refine Finset.sum_congr rfl fun g _ => ?_
  rw [Finset.mul_sum, Finset.sum_mul, Matrix.trace_sum]
  refine Finset.sum_congr rfl fun h _ => ?_
  simp only [Matrix.smul_mul, Matrix.mul_smul, Matrix.trace_smul, smul_eq_mul, pairTrace,
    Matrix.of_apply]
  ring
```

## The control variate replaces M(G) by a difference

Cyclicity of the trace gives $\mathrm{tr}(L_gGL_hG)=\mathrm{tr}(L_hGL_gG)$, so $M(G)$ is symmetric even when the $L_g$ and $G$ are not. The same holds for $M(G_T)$. Put $D=M(G)-M(G_T)$. By linearity the control-variate estimator equals $q_D(t)+\mathrm{tr}\,M(G_T)$, a symmetric form with a constant offset. Its mean is

$$\mathrm{tr}\,D+\mathrm{tr}\,M(G_T)=\mathrm{tr}\,M(G),$$

and its variance is $2\sum_{g\ne h}\bigl(M_{gh}(G)-M_{gh}(G_T)\bigr)^2$. The estimator is thus unbiased for every choice of $G_T$; a poor choice affects only the variance. In the proof, `hsymm` is the cyclicity step and `e` is the rewriting as a shifted form.

```lean
/-- The control-variate estimator has mean `tr M(G)`, and its variance is twice the sum of the
squared off-diagonal entries of `M(G) - M(G_T)`. -/
theorem controlled_mean_variance (L : ι → Matrix n n ℝ) (G GT : Matrix n n ℝ) :
    avg (controlled L G GT) = (pairTrace L G).trace ∧
      variance (controlled L G GT) = 2 * offDiagSq (pairTrace L G - pairTrace L GT) := by
  -- cyclicity of the trace makes `M` symmetric
  have hsymm : ∀ X : Matrix n n ℝ, (pairTrace L X).IsSymm := by
    intro X
    ext g h
    simp only [Matrix.transpose_apply, pairTrace, Matrix.of_apply]
    rw [Matrix.mul_assoc (L h * X), Matrix.trace_mul_comm, ← Matrix.mul_assoc]
  have e : controlled L G GT = fun t =>
      signForm (pairTrace L G - pairTrace L GT) t + (pairTrace L GT).trace := by
    funext t
    simp only [controlled, estimator_eq_signForm, signForm, Matrix.sub_apply, mul_sub,
      Finset.sum_sub_distrib]
  have key := signForm_mean_variance (pairTrace L G - pairTrace L GT)
    ((hsymm G).sub (hsymm GT)) (pairTrace L GT).trace
  rw [e]
  refine ⟨?_, key.2⟩
  rw [key.1, Matrix.trace_sub]
  ring
```

Setting $G_T=0$ gives $M(G_T)=0$ and returns the plain estimator, with mean $\mathrm{tr}\,M(G)$ and variance $2\sum_{g\ne h}M_{gh}(G)^2$. With at most one label $g$ there are no off-diagonal entries, and the variance is zero.

```lean
/-- The estimator `tr(R G R G)` has mean `tr M(G)`, and its variance is twice the sum of the
squared off-diagonal entries of `M(G)`. -/
theorem estimator_mean_variance (L : ι → Matrix n n ℝ) (G : Matrix n n ℝ) :
    avg (estimator L G) = (pairTrace L G).trace ∧
      variance (estimator L G) = 2 * offDiagSq (pairTrace L G) := by
  have h0 : pairTrace L (0 : Matrix n n ℝ) = 0 := by
    ext g h
    simp [pairTrace]
  have e : controlled L G 0 = estimator L G := by
    funext t
    simp [controlled, h0, estimator]
  have key := controlled_mean_variance L G 0
  rwa [e, h0, sub_zero] at key
```

## When the control variate helps

A sum of squares of real numbers vanishes only if each term does. The variance of the control-variate estimator is therefore zero exactly when $M_{gh}(G)=M_{gh}(G_T)$ for all $g\ne h$. The diagonals may differ, since $t_g^2=1$ makes their contribution the same in every draw.

```lean
/-- The control-variate estimator has zero variance exactly when `M(G)` and `M(G_T)` have the
same off-diagonal entries. -/
theorem controlled_variance_eq_zero_iff (L : ι → Matrix n n ℝ) (G GT : Matrix n n ℝ) :
    variance (controlled L G GT) = 0 ↔
      ∀ g h, g ≠ h → pairTrace L G g h = pairTrace L GT g h := by
  rw [(controlled_mean_variance L G GT).2]
  have hn : ∀ g h, 0 ≤ if g = h then (0 : ℝ) else
      (pairTrace L G - pairTrace L GT) g h ^ 2 := by
    intro g h
    split_ifs <;> positivity
  constructor
  · intro h0 g h hgh
    have h1 : offDiagSq (pairTrace L G - pairTrace L GT) = 0 := by linarith
    rw [offDiagSq] at h1
    have h2 := (Finset.sum_eq_zero_iff_of_nonneg
      (fun g _ => Finset.sum_nonneg fun h _ => hn g h)).1 h1 g (Finset.mem_univ g)
    have h3 := (Finset.sum_eq_zero_iff_of_nonneg
      (fun h _ => hn g h)).1 h2 h (Finset.mem_univ h)
    rw [if_neg hgh, Matrix.sub_apply] at h3
    exact sub_eq_zero.1 ((pow_eq_zero_iff two_ne_zero).1 h3)
  · intro heq
    have h1 : offDiagSq (pairTrace L G - pairTrace L GT) = 0 := by
      refine Finset.sum_eq_zero fun g _ => Finset.sum_eq_zero fun h _ => ?_
      split_ifs with hgh
      · rfl
      · rw [Matrix.sub_apply, heq g h hgh, sub_self]
        norm_num
    rw [h1, mul_zero]
```

For an approximate match, suppose that a number $c$ satisfies

$$|M_{gh}(G)-M_{gh}(G_T)|\le c\,|M_{gh}(G)|\qquad\text{for all } g\ne h.$$

Squaring and summing bounds the variance by $c^2$ times that of the plain estimator. The bound guarantees no increase for $c\le1$, and for $c=0.1$ it leaves at most one hundredth of the plain variance. For small $c$ the condition says that $G_T$ reproduces each off-diagonal trace $M_{gh}(G)$ closely; it does not say that $G_T$ and $G$ are close as matrices. It is assumed here, not derived from a distance between $G$ and $G_T$, and it forces $M_{gh}(G_T)=0$ wherever an off-diagonal $M_{gh}(G)$ is zero.

```lean
/-- If `M(G_T)` reproduces each off-diagonal entry of `M(G)` to relative accuracy `c`, the
control-variate estimator has variance at most `c ^ 2` times that of `tr(R G R G)`. -/
theorem controlled_variance_le (L : ι → Matrix n n ℝ) (G GT : Matrix n n ℝ) (c : ℝ)
    (hc : ∀ g h, g ≠ h →
      |pairTrace L G g h - pairTrace L GT g h| ≤ c * |pairTrace L G g h|) :
    variance (controlled L G GT) ≤ c ^ 2 * variance (estimator L G) := by
  rw [(controlled_mean_variance L G GT).2, (estimator_mean_variance L G).2]
  have key : offDiagSq (pairTrace L G - pairTrace L GT) ≤
      c ^ 2 * offDiagSq (pairTrace L G) := by
    rw [offDiagSq, offDiagSq, Finset.mul_sum]
    refine Finset.sum_le_sum fun g _ => ?_
    rw [Finset.mul_sum]
    refine Finset.sum_le_sum fun h _ => ?_
    split_ifs with hgh
    · simp
    · have h2 := pow_le_pow_left₀ (abs_nonneg _) (hc g h hgh) 2
      rwa [mul_pow, sq_abs, sq_abs] at h2
  linarith

end

end StochasticCholeskyTrace
```

```lean
#print axioms StochasticCholeskyTrace.controlled_mean_variance
#print axioms StochasticCholeskyTrace.controlled_variance_eq_zero_iff
#print axioms StochasticCholeskyTrace.controlled_variance_le
```

```
'StochasticCholeskyTrace.controlled_mean_variance' depends on axioms: [propext, Classical.choice, Quot.sound]
'StochasticCholeskyTrace.controlled_variance_eq_zero_iff' depends on axioms: [propext, Classical.choice, Quot.sound]
'StochasticCholeskyTrace.controlled_variance_le' depends on axioms: [propext, Classical.choice, Quot.sound]
```
